# A closing gap at fixed nonzero coupling: the two-level energy stays bounded, its second-order estimate diverges

Couple a reference state at energy 0 to an excited state at energy $D>0$ with strength 1. The matrix $\begin{pmatrix}0&1\\1&D\end{pmatrix}$ has lower eigenvalue $(D-\sqrt{D^2+4})/2$, and second-order perturbation theory gives $-1/D$. At $D=0.1$ these are about $-0.95$ and exactly $-10$. As $D\to0^+$ the first tends to $-1$ and the second to $-\infty$.

Görling–Levy second-order correlation energies contain terms of this form: minus a squared coupling over an excitation energy of the Kohn–Sham system. The model here isolates one such term at fixed coupling, with no density constraint and no high-density scaling.

## The two-level system

```lean
import Mathlib

open Matrix Filter Topology ComplexConjugate

namespace TwoLevelSecondOrder

noncomputable section
```

This loads Mathlib and opens the notation for matrices, limits and complex conjugation.

```lean
/-- The Hamiltonian of a reference state at energy zero, coupled by `W` to an excited state
at energy `D`. -/
def hamiltonian (W : ℂ) (D : ℝ) : Matrix (Fin 2) (Fin 2) ℂ :=
  !![0, W; conj W, (D : ℂ)]
```

The Hamiltonian is $H=\begin{pmatrix}0&W\\W^*&D\end{pmatrix}$, with complex coupling $W$ and real $D$. The perturbation has no diagonal elements, so there is no first-order shift.

```lean
/-- The energy levels: real numbers `E` for which `H v = E v` has a nonzero solution `v`. -/
def energies (W : ℂ) (D : ℝ) : Set ℝ :=
  {E | ∃ v : Fin 2 → ℂ, v ≠ 0 ∧ hamiltonian W D *ᵥ v = (E : ℂ) • v}
```

An energy is a real $E$ with $Hv=Ev$ for some $v\neq0$. Since $H$ is Hermitian, asking for real $E$ loses nothing. The symbol `*ᵥ` is matrix times vector.

```lean
/-- The closed formula for the lower energy of the two-level system. -/
def lowerEnergy (W : ℂ) (D : ℝ) : ℝ :=
  (D - Real.sqrt (D ^ 2 + 4 * ‖W‖ ^ 2)) / 2
```

This names the expression $E_-=\tfrac12\bigl(D-\sqrt{D^2+4|W|^2}\bigr)$. That it is the lowest eigenvalue is proved below.

```lean
/-- The second-order perturbation energy of the reference state, for a gap `D ≠ 0`. -/
def secondOrder (W : ℂ) (D : ℝ) : ℝ :=
  -‖W‖ ^ 2 / D
```

The second-order energy is $E^{(2)}=-|W|^2/D$.

## The exact lower energy

```lean
/-- The energy levels are exactly the real solutions of the secular equation
`E (E - D) = |W|²`. -/
theorem mem_energies_iff (W : ℂ) (D E : ℝ) :
    E ∈ energies W D ↔ E * (E - D) = ‖W‖ ^ 2 := by
  have hw : W * conj W = (‖W‖ : ℂ) ^ 2 := by
    rw [Complex.mul_conj, Complex.normSq_eq_norm_sq, Complex.ofReal_pow]
  have hM : hamiltonian W D - (E : ℂ) • (1 : Matrix (Fin 2) (Fin 2) ℂ)
      = !![-(E : ℂ), W; conj W, (D : ℂ) - E] := by
    ext i j
    fin_cases i <;> fin_cases j <;> simp [hamiltonian]
  have hdet : (hamiltonian W D - (E : ℂ) • (1 : Matrix (Fin 2) (Fin 2) ℂ)).det
      = ((E * (E - D) - ‖W‖ ^ 2 : ℝ) : ℂ) := by
    rw [hM, Matrix.det_fin_two_of]
    push_cast
    linear_combination -hw
  -- an eigenvector is a null vector of `H - E`
  have hker : E ∈ energies W D ↔ ∃ v : Fin 2 → ℂ, v ≠ 0 ∧
      (hamiltonian W D - (E : ℂ) • (1 : Matrix (Fin 2) (Fin 2) ℂ)) *ᵥ v = 0 := by
    simp only [energies, Set.mem_ofPred_eq, Matrix.sub_mulVec, Matrix.smul_mulVec,
      Matrix.one_mulVec, sub_eq_zero]
  rw [hker, Matrix.exists_mulVec_eq_zero_iff, hdet, Complex.ofReal_eq_zero, sub_eq_zero]
```

In Lean the statement stands before `:=` and the proof after it. This one says that $E$ is an energy exactly when $E(E-D)=|W|^2$. By hand, a nonzero solution of $(H-E)v=0$ exists exactly when
$$\det(H-E)=(-E)(D-E)-|W|^2=E(E-D)-|W|^2=0.$$
In the proof, `hdet` computes this determinant and `hker` rewrites the eigenvalue equation as a null-vector equation.

```lean
/-- The closed formula gives the lowest energy level of the Hamiltonian. -/
theorem lowerEnergy_isLeast (W : ℂ) (D : ℝ) :
    IsLeast (energies W D) (lowerEnergy W D) := by
  constructor
  · rw [mem_energies_iff]
    have hs := Real.sq_sqrt (show 0 ≤ D ^ 2 + 4 * ‖W‖ ^ 2 by positivity)
    unfold lowerEnergy
    linear_combination hs / 4
  · intro E hE
    rw [mem_energies_iff] at hE
    -- completing the square in the secular equation
    have h : |2 * E - D| ≤ Real.sqrt (D ^ 2 + 4 * ‖W‖ ^ 2) :=
      Real.abs_le_sqrt (by linarith [show (2 * E - D) ^ 2 = D ^ 2 + 4 * (E * (E - D)) by ring])
    have h' := (abs_le.mp h).1
    unfold lowerEnergy
    linarith
```

`IsLeast` says two things: $E_-$ is an energy, and no energy is smaller. Substitution into the secular equation gives the first. For the second, complete the square for any energy $E$:
$$(2E-D)^2=D^2+4E(E-D)=D^2+4|W|^2.$$
Hence $2E-D\ge-\sqrt{D^2+4|W|^2}$, which is $E\ge E_-$.

```lean
/-- For nonzero coupling and a positive gap the lower energy lies strictly above `-|W|`. -/
theorem neg_norm_lt_lowerEnergy {W : ℂ} (hW : W ≠ 0) {D : ℝ} (hD : 0 < D) :
    -‖W‖ < lowerEnergy W D := by
  have hw : 0 < ‖W‖ := norm_pos_iff.mpr hW
  have h : Real.sqrt (D ^ 2 + 4 * ‖W‖ ^ 2) < D + 2 * ‖W‖ := by
    rw [Real.sqrt_lt' (by positivity)]
    nlinarith [mul_pos hD hw]
  unfold lowerEnergy
  linarith
```

The hypotheses `hW` and `hD` are $W\neq0$ and $D>0$. They give
$$(D+2|W|)^2=D^2+4|W|^2+4D|W|>D^2+4|W|^2,$$
so the square root is less than $D+2|W|$ and $E_->-|W|$. The tactic `nlinarith` uses the positive product $D|W|$. At $W=0$ both sides would be 0, and the strict inequality would fail.

```lean
/-- As the gap closes from above, the lower energy tends to the finite value `-|W|`. -/
theorem lowerEnergy_tendsto (W : ℂ) :
    Tendsto (lowerEnergy W) (𝓝[>] 0) (𝓝 (-‖W‖)) := by
  have hc : Continuous (lowerEnergy W) := by
    unfold lowerEnergy
    fun_prop
  have h0 : lowerEnergy W 0 = -‖W‖ := by
    have hs : Real.sqrt ((0 : ℝ) ^ 2 + 4 * ‖W‖ ^ 2) = 2 * ‖W‖ := by
      rw [show (0 : ℝ) ^ 2 + 4 * ‖W‖ ^ 2 = (2 * ‖W‖) ^ 2 by ring]
      exact Real.sqrt_sq (by positivity)
    unfold lowerEnergy
    rw [hs]
    ring
  rw [← h0]
  exact (hc.tendsto 0).mono_left nhdsWithin_le_nhds
```

`𝓝[>] 0` means $D\to0^+$. The formula is continuous in $D$ and equals $-|W|$ at $D=0$, so the bound is approached as the gap closes.

## The second-order energy as the gap closes

```lean
/-- For nonzero coupling, the second-order energy plus any function of the gap that is bounded
above on positive gaps tends to minus infinity as the gap closes from above. -/
theorem secondOrder_add_tendsto_atBot {W : ℂ} (hW : W ≠ 0) {f : ℝ → ℝ} {B : ℝ}
    (hf : ∀ D, 0 < D → f D ≤ B) :
    Tendsto (fun D => secondOrder W D + f D) (𝓝[>] 0) atBot := by
  have hw : -‖W‖ ^ 2 < 0 := neg_lt_zero.mpr (pow_pos (norm_pos_iff.mpr hW) 2)
  have h1 : Tendsto (fun D : ℝ => -‖W‖ ^ 2 * D⁻¹ + B) (𝓝[>] 0) atBot :=
    tendsto_atBot_add_const_right _ B
      (Tendsto.const_mul_atTop_of_neg hw tendsto_inv_nhdsGT_zero)
  refine tendsto_atBot_mono' _ ?_ h1
  filter_upwards [self_mem_nhdsWithin] with D hD
  have hB := hf D hD
  unfold secondOrder
  rw [div_eq_mul_inv]
  linarith
```

Let $W\neq0$, and let $f$ be any correction with $f(D)\le B$ for all $D>0$. Then
$$E^{(2)}(D)+f(D)\le-\frac{|W|^2}{D}+B\to-\infty.$$
`h1` is the limit of the right-hand side, and `tendsto_atBot_mono'` carries it over to the smaller left-hand side.

The order of the quantifiers matters: $B$ is chosen before $D$. If $B$ could depend on $D$, every function would qualify, including $f(D)=|W|^2/D$, which cancels the divergence completely.

```lean
/-- For nonzero coupling, the lowest energy level stays above `-|W|` at every positive gap,
whereas the second-order energy plus any function of the gap that is bounded above on positive
gaps tends to minus infinity as the gap closes from above. -/
theorem exact_bounded_secondOrder_diverges {W : ℂ} (hW : W ≠ 0) :
    (∀ D, 0 < D → ∃ E, IsLeast (energies W D) E ∧ -‖W‖ < E) ∧
    ∀ (f : ℝ → ℝ) (B : ℝ), (∀ D, 0 < D → f D ≤ B) →
      Tendsto (fun D => secondOrder W D + f D) (𝓝[>] 0) atBot :=
  ⟨fun D hD => ⟨lowerEnergy W D, lowerEnergy_isLeast W D, neg_norm_lt_lowerEnergy hW hD⟩,
    fun _ _ hf => secondOrder_add_tendsto_atBot hW hf⟩
```

The main theorem joins the two behaviours for $W\neq0$: at each positive gap the least energy exists and exceeds $-|W|$, while the second-order energy with any such correction diverges downwards. The proof assembles the earlier results.

```lean
/-- For nonzero coupling, no correction that is bounded above on positive gaps turns the
second-order energy into the exact lower energy at all positive gaps. -/
theorem no_bounded_correction {W : ℂ} (hW : W ≠ 0) {f : ℝ → ℝ} {B : ℝ}
    (hf : ∀ D, 0 < D → f D ≤ B) :
    ¬ ∀ D, 0 < D → lowerEnergy W D = secondOrder W D + f D := by
  intro h
  have hlow := (secondOrder_add_tendsto_atBot hW hf).eventually (eventually_lt_atBot (-‖W‖))
  obtain ⟨D, h1, hD⟩ := (hlow.and self_mem_nhdsWithin).exists
  have h2 := neg_norm_lt_lowerEnergy hW hD
  rw [h D hD] at h2
  exact lt_asymm h1 h2
```

Consequently, for $W\neq0$ no correction bounded above on positive gaps reproduces $E_-$ at all of them. The divergence supplies some $D>0$ where the corrected energy is below $-|W|$; equality with $E_-$ there would contradict the strict bound.

## The error at a given gap

```lean
/-- At a positive gap the second-order energy never lies above the exact lower energy, and it
lies below it by at most `|W|⁴ / D³`. -/
theorem secondOrder_error (W : ℂ) {D : ℝ} (hD : 0 < D) :
    0 ≤ lowerEnergy W D - secondOrder W D ∧
    lowerEnergy W D - secondOrder W D ≤ ‖W‖ ^ 4 / D ^ 3 := by
  have he := (mem_energies_iff W D _).mp (lowerEnergy_isLeast W D).1
  have hneg : lowerEnergy W D ≤ 0 := by
    have hs : D ≤ Real.sqrt (D ^ 2 + 4 * ‖W‖ ^ 2) :=
      Real.le_sqrt_of_sq_le (by nlinarith [sq_nonneg ‖W‖])
    unfold lowerEnergy
    linarith
  -- by the secular equation the error is the squared energy over the gap
  have herr : lowerEnergy W D - secondOrder W D = lowerEnergy W D ^ 2 / D := by
    unfold secondOrder
    rw [← he, eq_div_iff hD.ne', sub_mul, div_mul_cancel₀ _ hD.ne']
    ring
  rw [herr]
  refine ⟨by positivity, ?_⟩
  have h1 : 0 ≤ D * -lowerEnergy W D := mul_nonneg hD.le (neg_nonneg.mpr hneg)
  have h2 : D * -lowerEnergy W D ≤ ‖W‖ ^ 2 := by
    nlinarith [sq_nonneg (lowerEnergy W D)]
  have h3 := mul_le_mul_of_nonneg_right (pow_le_pow_left₀ h1 h2 2) hD.le
  rw [div_le_div_iff₀ hD (pow_pos hD 3)]
  calc lowerEnergy W D ^ 2 * D ^ 3 = (D * -lowerEnergy W D) ^ 2 * D := by ring
    _ ≤ (‖W‖ ^ 2) ^ 2 * D := h3
    _ = ‖W‖ ^ 4 * D := by ring

end

end TwoLevelSecondOrder
```

For $D>0$ the error satisfies $0\le E_--E^{(2)}\le|W|^4/D^3$. Replacing $|W|^2$ by $E_-(E_--D)$ gives
$$E_--E^{(2)}=E_-+\frac{E_-(E_--D)}{D}=\frac{E_-^2}{D}\ge0,$$
which is `herr`. Since $E_-\le0$ and $D(-E_-)=|W|^2-E_-^2\le|W|^2$, squaring gives $E_-^2\le|W|^4/D^2$, and division by $D$ gives the upper bound. For $|W|=1$ and $D=10$, the second-order energy $-0.1$ is therefore too low by at most $0.001$.

```lean
#print axioms TwoLevelSecondOrder.lowerEnergy_tendsto
-- 'TwoLevelSecondOrder.lowerEnergy_tendsto' depends on axioms: [propext, Classical.choice, Quot.sound]
#print axioms TwoLevelSecondOrder.exact_bounded_secondOrder_diverges
-- 'TwoLevelSecondOrder.exact_bounded_secondOrder_diverges' depends on axioms: [propext, Classical.choice, Quot.sound]
#print axioms TwoLevelSecondOrder.no_bounded_correction
-- 'TwoLevelSecondOrder.no_bounded_correction' depends on axioms: [propext, Classical.choice, Quot.sound]
#print axioms TwoLevelSecondOrder.secondOrder_error
-- 'TwoLevelSecondOrder.secondOrder_error' depends on axioms: [propext, Classical.choice, Quot.sound]
```
